# A lower bound to fermionic energies from one- and two-particle positivity conditions

## Two density matrices as independent variables

The energy is minimised here over pairs $(\gamma,D)$ of a one-particle and a two-particle matrix, treated as independent variables. At a fixed particle number of at least two, $\gamma$ would follow from $D$ by contraction; no particle number is fixed here, so both are kept.

Let $a_p$ be annihilation matrices for finitely many orthonormal spin orbitals, $c_p=a_p^\dagger$, and $\psi$ a unit vector. With $\langle A\rangle=\langle\psi|A|\psi\rangle$, define

$$\gamma_{pq}=\langle c_pa_q\rangle,\qquad D_{pq,rs}=\langle c_pc_qa_sa_r\rangle,$$
$$Q_{pq,rs}=\langle a_pa_qc_sc_r\rangle,\qquad G_{pq,rs}=\langle c_pa_qc_sa_r\rangle.$$

The energy of a Hamiltonian with one- and two-body terms is linear in $\gamma$ and $D$:

$$E=\sum_{pq}h_{pq}\gamma_{pq}+\tfrac12\sum_{pqrs}V_{pq,rs}D_{pq,rs}.$$

Minimising it under necessary conditions on $(\gamma,D)$ is the idea of variational reduced-density-matrix methods in electronic structure; the bound below is for a finite orbital basis and covers all particle numbers at once.

## Positivity and normal ordering

For any operators $B_i$ and coefficients $x_i$,

$$\sum_{ij}x_i^*\langle B_i^\dagger B_j\rangle x_j=\Big\|\sum_jx_jB_j\psi\Big\|^2\ge0.$$

The choices $a_qa_p$, $c_qc_p$ and $c_qa_p$ for $B_{pq}$ give $D,Q,G\succeq0$. The choices $B_p=a_p$ and $B_p=c_p$ give $\gamma\succeq0$ and $1-\gamma^T\succeq0$, since $\langle a_pc_q\rangle=\delta_{pq}-\gamma_{qp}$.

Inserting $a_qc_s=\delta_{qs}-c_sa_q$ into $G$ gives

$$G_{pq,rs}=\delta_{qs}\gamma_{pr}-D_{ps,rq}.$$

For $Q$, the same relation gives first

$$a_pa_qc_sc_r=\delta_{qs}a_pc_r-(a_pc_s)(a_qc_r).$$

The remaining products are expanded in the same way, with

$$c_sa_pc_ra_q=\delta_{pr}c_sa_q-c_rc_sa_qa_p,$$

where exchanging both pairs produces two cancelling signs. Hence

$$\begin{aligned}Q_{pq,rs}={}&\delta_{pr}\delta_{qs}-\delta_{ps}\delta_{qr}-\delta_{qs}\gamma_{rp}+\delta_{ps}\gamma_{rq}\\&+\delta_{qr}\gamma_{sp}-\delta_{pr}\gamma_{sq}+D_{rs,pq}.\end{aligned}$$

## Why the infimum is finite

With a single orbital, positivity of $D$, $Q$ and $G$ alone allows arbitrarily large $\gamma$, and a negative $h$ then sends the energy to $-\infty$. The hole condition repairs this: its diagonal gives $\gamma_{pp}\le1$, and the diagonal of $G$ gives $D_{pq,pq}\le\gamma_{pp}\le1$.

If $M\succeq0$ has diagonal at most one, the vector $(1,w)$ on the block of rows and columns $i,j$ gives

$$0\le M_{ii}+2\,\mathrm{Re}(wM_{ij})+|w|^2M_{jj},$$

so $\mathrm{Re}(wM_{ij})\ge-(1+|w|^2)/2$. Taking $w=h_{pq}$ for $\gamma$ and $w=V_{pq,rs}/2$ for $D$ bounds each term of the energy. Every state supplies an allowed pair, so the infimum is at most the real part of its energy.

## The statement in Lean

`CAR a` states the anticommutation relations for finite complex matrices; entries of the identity matrix serve as Kronecker deltas. `ev ψ` is the expectation value. Pair matrices are indexed by ordered pairs in `ι × ι`, so the trace of $D$ is $\langle N(N-1)\rangle$, where $N$ is the number operator for these orbitals.

`PQG γ D` collects the five positivity conditions, with `qMap` and `gMap` as the affine formulas. Antisymmetry of $D$ is not imposed. `pqgEnergies h V` is the set of real parts of the allowed energies; `h` and `V` are arbitrary and need not make the Hamiltonian Hermitian.

`pqg_lower_bound` says that the infimum of this set is at most the real part of the energy of any unit vector. `pqg_le_eigenvalue` gives the same bound for a real eigenvalue with a normalised eigenvector. How close the bound comes to the ground-state energy is left open.

```lean
import Mathlib

open Matrix
open scoped ComplexOrder

namespace TwoParticlePositivity

noncomputable section

variable {ι m : Type*} [Fintype ι] [DecidableEq ι] [Fintype m] [DecidableEq m]

/-- The canonical anticommutation relations for annihilation matrices `a p`. -/
structure CAR (a : ι → Matrix m m ℂ) : Prop where
  anti : ∀ p q, a p * a q + a q * a p = 0
  mixed : ∀ p q, a p * (a q)ᴴ + (a q)ᴴ * a p = (1 : Matrix ι ι ℂ) p q • (1 : Matrix m m ℂ)

/-- The expectation value `⟨ψ|A|ψ⟩`, as a linear functional of the operator `A`. -/
def ev (ψ : m → ℂ) : Matrix m m ℂ →ₗ[ℂ] ℂ where
  toFun A := star ψ ⬝ᵥ (A *ᵥ ψ)
  map_add' A B := by rw [Matrix.add_mulVec, dotProduct_add]
  map_smul' c A := by simp [Matrix.smul_mulVec, dotProduct_smul]

/-- The one-particle density matrix `γ = ⟨c_p a_q⟩`. -/
def rdm1 (a : ι → Matrix m m ℂ) (ψ : m → ℂ) : Matrix ι ι ℂ :=
  Matrix.of fun p q => ev ψ ((a p)ᴴ * a q)

/-- The two-particle density matrix `D = ⟨c_p c_q a_s a_r⟩`, with row `(p,q)` and column `(r,s)`. -/
def rdm2 (a : ι → Matrix m m ℂ) (ψ : m → ℂ) : Matrix (ι × ι) (ι × ι) ℂ :=
  Matrix.of fun i j => ev ψ ((a i.1)ᴴ * (a i.2)ᴴ * a j.2 * a j.1)

/-- The two-hole matrix `Q = ⟨a_p a_q c_s c_r⟩`. -/
def twoHole (a : ι → Matrix m m ℂ) (ψ : m → ℂ) : Matrix (ι × ι) (ι × ι) ℂ :=
  Matrix.of fun i j => ev ψ (a i.1 * a i.2 * (a j.2)ᴴ * (a j.1)ᴴ)

/-- The particle-hole matrix `G = ⟨c_p a_q c_s a_r⟩`. -/
def particleHole (a : ι → Matrix m m ℂ) (ψ : m → ℂ) : Matrix (ι × ι) (ι × ι) ℂ :=
  Matrix.of fun i j => ev ψ ((a i.1)ᴴ * a i.2 * (a j.2)ᴴ * a j.1)

/-- The affine expression for `Q` in terms of `γ` and `D`. -/
def qMap (γ : Matrix ι ι ℂ) (D : Matrix (ι × ι) (ι × ι) ℂ) : Matrix (ι × ι) (ι × ι) ℂ :=
  Matrix.of fun i j =>
    (1 : Matrix ι ι ℂ) i.1 j.1 * (1 : Matrix ι ι ℂ) i.2 j.2
    - (1 : Matrix ι ι ℂ) i.1 j.2 * (1 : Matrix ι ι ℂ) i.2 j.1
    - (1 : Matrix ι ι ℂ) i.2 j.2 * γ j.1 i.1 + (1 : Matrix ι ι ℂ) i.1 j.2 * γ j.1 i.2
    + (1 : Matrix ι ι ℂ) i.2 j.1 * γ j.2 i.1 - (1 : Matrix ι ι ℂ) i.1 j.1 * γ j.2 i.2 + D j i

/-- The affine expression for `G` in terms of `γ` and `D`. -/
def gMap (γ : Matrix ι ι ℂ) (D : Matrix (ι × ι) (ι × ι) ℂ) : Matrix (ι × ι) (ι × ι) ℂ :=
  Matrix.of fun i j => (1 : Matrix ι ι ℂ) i.2 j.2 * γ i.1 j.1 - D (i.1, j.2) (j.1, i.2)

/-- The positivity conditions on a pair `(γ, D)`: one particle, one hole, `D`, `Q` and `G`. -/
structure PQG (γ : Matrix ι ι ℂ) (D : Matrix (ι × ι) (ι × ι) ℂ) : Prop where
  particle : γ.PosSemidef
  hole : (1 - γᵀ).PosSemidef
  pairs : D.PosSemidef
  holes : (qMap γ D).PosSemidef
  mixed : (gMap γ D).PosSemidef

/-- The Hamiltonian `∑ h_pq c_p a_q + ½ ∑ V_pqrs c_p c_q a_s a_r`. -/
def hamiltonian (a : ι → Matrix m m ℂ) (h : Matrix ι ι ℂ) (V : Matrix (ι × ι) (ι × ι) ℂ) :
    Matrix m m ℂ :=
  (∑ p, ∑ q, h p q • ((a p)ᴴ * a q)) +
    ∑ i, ∑ j, (V i j / 2) • ((a i.1)ᴴ * (a i.2)ᴴ * a j.2 * a j.1)

/-- The energy as a linear functional of `γ` and `D`. -/
def energy (h γ : Matrix ι ι ℂ) (V D : Matrix (ι × ι) (ι × ι) ℂ) : ℂ :=
  (∑ p, ∑ q, h p q * γ p q) + ∑ i, ∑ j, V i j / 2 * D i j

/-- The energies (real parts) of all pairs `(γ, D)` that obey the positivity conditions. -/
def pqgEnergies (h : Matrix ι ι ℂ) (V : Matrix (ι × ι) (ι × ι) ℂ) : Set ℝ :=
  {E | ∃ γ D, PQG γ D ∧ E = (energy h γ V D).re}

omit [DecidableEq m] in
/-- For any finite family of operators `B i`, the matrix `⟨B_i† B_j⟩` is positive semidefinite. -/
theorem gram_posSemidef {κ : Type*} [Fintype κ] (ψ : m → ℂ) (B : κ → Matrix m m ℂ) :
    (Matrix.of fun i j => ev ψ ((B i)ᴴ * B j)).PosSemidef := by
  have h : (Matrix.of fun i j => ev ψ ((B i)ᴴ * B j)) =
      (Matrix.of fun k j => (B j *ᵥ ψ) k)ᴴ * (Matrix.of fun k j => (B j *ᵥ ψ) k) := by
    ext i j
    have e : ev ψ ((B i)ᴴ * B j) = star (B i *ᵥ ψ) ⬝ᵥ (B j *ᵥ ψ) := by
      change star ψ ⬝ᵥ (((B i)ᴴ * B j) *ᵥ ψ) = _
      rw [Matrix.star_mulVec, ← Matrix.mulVec_mulVec, Matrix.dotProduct_mulVec (star ψ)]
    exact e
  rw [h]
  exact Matrix.posSemidef_conjTranspose_mul_self _

omit [DecidableEq ι] [DecidableEq m] in
/-- The matrices `D`, `Q` and `G` of any vector are positive semidefinite. -/
theorem dqg_posSemidef (a : ι → Matrix m m ℂ) (ψ : m → ℂ) :
    (rdm2 a ψ).PosSemidef ∧ (twoHole a ψ).PosSemidef ∧ (particleHole a ψ).PosSemidef := by
  refine ⟨?_, ?_, ?_⟩
  · convert gram_posSemidef ψ (fun i : ι × ι => a i.2 * a i.1) using 1
    ext i j
    simp [rdm2, Matrix.conjTranspose_mul, Matrix.mul_assoc]
  · convert gram_posSemidef ψ (fun i : ι × ι => (a i.2)ᴴ * (a i.1)ᴴ) using 1
    ext i j
    simp [twoHole, Matrix.conjTranspose_mul, Matrix.mul_assoc]
  · convert gram_posSemidef ψ (fun i : ι × ι => (a i.2)ᴴ * a i.1) using 1
    ext i j
    simp [particleHole, Matrix.conjTranspose_mul, Matrix.mul_assoc]

omit [Fintype ι] in
/-- Moving an annihilator to the right of a creator: `a_p c_q = δ_pq - c_q a_p`. -/
theorem CAR.swap {a : ι → Matrix m m ℂ} (ha : CAR a) (p q : ι) :
    a p * (a q)ᴴ = (1 : Matrix ι ι ℂ) p q • (1 : Matrix m m ℂ) - (a q)ᴴ * a p :=
  eq_sub_of_add_eq (ha.mixed p q)

omit [Fintype ι] in
/-- Normal ordering of the particle-hole product:
`c_p a_q c_s a_r = δ_qs c_p a_r - c_p c_s a_q a_r`. -/
theorem CAR.normal_order {a : ι → Matrix m m ℂ} (ha : CAR a) (p q s r : ι) :
    (a p)ᴴ * a q * (a s)ᴴ * a r =
      (1 : Matrix ι ι ℂ) q s • ((a p)ᴴ * a r) - (a p)ᴴ * (a s)ᴴ * a q * a r := by
  calc _ = (a p)ᴴ * (a q * (a s)ᴴ) * a r := by simp only [Matrix.mul_assoc]
    _ = _ := by
      rw [ha.swap q s]
      simp only [Matrix.mul_sub, Matrix.sub_mul, Matrix.mul_smul, Matrix.smul_mul,
        Matrix.mul_one, Matrix.mul_assoc]

omit [Fintype ι] in
/-- For a unit vector, `Q` and `G` are the stated affine functions of `γ` and `D`. -/
theorem qg_affine {a : ι → Matrix m m ℂ} (ha : CAR a) {ψ : m → ℂ} (hψ : star ψ ⬝ᵥ ψ = 1) :
    twoHole a ψ = qMap (rdm1 a ψ) (rdm2 a ψ) ∧
      particleHole a ψ = gMap (rdm1 a ψ) (rdm2 a ψ) := by
  have h1 : ev ψ 1 = 1 := by
    change star ψ ⬝ᵥ ((1 : Matrix m m ℂ) *ᵥ ψ) = 1
    rw [Matrix.one_mulVec, hψ]
  constructor
  · ext ⟨p, q⟩ ⟨r, s⟩
    simp only [twoHole, qMap, rdm1, rdm2, Matrix.of_apply]
    -- move the inner creator to the left
    have e1 : a p * a q * (a s)ᴴ * (a r)ᴴ =
        (1 : Matrix ι ι ℂ) q s • (a p * (a r)ᴴ) - (a p * (a s)ᴴ) * (a q * (a r)ᴴ) := by
      calc _ = a p * (a q * (a s)ᴴ) * (a r)ᴴ := by simp only [Matrix.mul_assoc]
        _ = _ := by
          rw [ha.swap q s]
          simp only [Matrix.mul_sub, Matrix.sub_mul, Matrix.mul_smul, Matrix.smul_mul,
            Matrix.mul_one, Matrix.mul_assoc]
    have e3 : (a s)ᴴ * a p * ((a r)ᴴ * a q) =
        (1 : Matrix ι ι ℂ) p r • ((a s)ᴴ * a q) - (a s)ᴴ * (a r)ᴴ * a p * a q := by
      rw [← Matrix.mul_assoc]
      exact ha.normal_order s p r q
    -- exchange both pairs; the two signs cancel
    have hA : a p * a q = -(a q * a p) := eq_neg_of_add_eq_zero_left (ha.anti p q)
    have hC : (a s)ᴴ * (a r)ᴴ = -((a r)ᴴ * (a s)ᴴ) := by
      have := congrArg Matrix.conjTranspose (eq_neg_of_add_eq_zero_left (ha.anti r s))
      simpa only [Matrix.conjTranspose_mul, Matrix.conjTranspose_neg] using this
    have e4 : (a s)ᴴ * (a r)ᴴ * a p * a q = (a r)ᴴ * (a s)ᴴ * a q * a p := by
      rw [Matrix.mul_assoc, hA, hC]
      simp only [Matrix.neg_mul, Matrix.mul_neg, neg_neg, Matrix.mul_assoc]
    rw [e1, ha.swap p r, ha.swap p s, ha.swap q r]
    simp only [Matrix.mul_sub, Matrix.sub_mul, Matrix.mul_smul, Matrix.smul_mul,
      Matrix.mul_one, Matrix.one_mul]
    rw [e3, e4]
    simp only [map_sub, map_smul, smul_eq_mul, h1]
    ring
  · ext ⟨p, q⟩ ⟨r, s⟩
    simp only [particleHole, gMap, rdm1, rdm2, Matrix.of_apply]
    rw [ha.normal_order p q s r, map_sub, map_smul, smul_eq_mul]

/-- The density matrices of every unit vector obey all the positivity conditions. -/
theorem state_feasible {a : ι → Matrix m m ℂ} (ha : CAR a) {ψ : m → ℂ}
    (hψ : star ψ ⬝ᵥ ψ = 1) : PQG (rdm1 a ψ) (rdm2 a ψ) := by
  obtain ⟨hD, hQ, hG⟩ := dqg_posSemidef a ψ
  obtain ⟨eQ, eG⟩ := qg_affine ha hψ
  refine ⟨gram_posSemidef ψ a, ?_, hD, eQ ▸ hQ, eG ▸ hG⟩
  have h1 : ev ψ 1 = 1 := by
    change star ψ ⬝ᵥ ((1 : Matrix m m ℂ) *ᵥ ψ) = 1
    rw [Matrix.one_mulVec, hψ]
  convert gram_posSemidef ψ (fun p => (a p)ᴴ) using 1
  ext p q
  simp only [Matrix.sub_apply, Matrix.transpose_apply, rdm1, Matrix.of_apply,
    Matrix.conjTranspose_conjTranspose, ha.swap p q, map_sub, map_smul, h1, smul_eq_mul, mul_one]

/-- If a positive semidefinite matrix has diagonal at most one, then
`Re (w M_ij)` is at least `-(1 + |w|²)/2`. -/
theorem re_mul_entry_ge {κ : Type*} [Fintype κ] {M : Matrix κ κ ℂ} (hM : M.PosSemidef)
    (hd : ∀ i, (M i i).re ≤ 1) (w : ℂ) (i j : κ) :
    -(1 + Complex.normSq w) / 2 ≤ (w * M i j).re := by
  have hij : M j i = star (M i j) := (hM.isHermitian.apply j i).symm
  have hr : (M j i).re = (M i j).re := by rw [hij]; simp
  have hi : (M j i).im = -(M i j).im := by rw [hij]; simp
  -- test the two-by-two block on the vector (1, w)
  have h2 := (Complex.le_def.mp ((hM.submatrix ![i, j]).dotProduct_mulVec_nonneg ![1, w])).1
  simp [dotProduct, Matrix.mulVec, Fin.sum_univ_two, hr, hi] at h2
  rw [Complex.normSq_apply, Complex.mul_re]
  nlinarith [hd i, mul_nonneg (add_nonneg (mul_self_nonneg w.re) (mul_self_nonneg w.im))
    (sub_nonneg.2 (hd j))]

/-- The energies allowed by the positivity conditions are bounded from below. -/
theorem pqgEnergies_bddBelow (h : Matrix ι ι ℂ) (V : Matrix (ι × ι) (ι × ι) ℂ) :
    BddBelow (pqgEnergies h V) := by
  refine ⟨(∑ p, ∑ q, (-(1 + Complex.normSq (h p q)) / 2)) +
    ∑ i, ∑ j, (-(1 + Complex.normSq (V i j / 2)) / 2), ?_⟩
  rintro E ⟨γ, D, hf, rfl⟩
  have diag : ∀ {κ : Type _} [Fintype κ] {M : Matrix κ κ ℂ}, M.PosSemidef →
      ∀ i, 0 ≤ (M i i).re := by
    intro κ _ M hM i
    have h0 := (Complex.le_def.mp ((hM.submatrix (fun _ : Fin 1 => i)).dotProduct_mulVec_nonneg
      (fun _ => 1))).1
    simpa [dotProduct, Matrix.mulVec] using h0
  -- the hole condition bounds γ, and the G condition then bounds D
  have hγ : ∀ p, (γ p p).re ≤ 1 := by
    intro p
    have h0 := diag hf.hole p
    simp only [Matrix.sub_apply, Matrix.transpose_apply, Matrix.one_apply_eq, Complex.sub_re,
      Complex.one_re] at h0
    linarith
  have hD : ∀ i, (D i i).re ≤ 1 := by
    rintro ⟨p, q⟩
    have h0 := diag hf.mixed (p, q)
    simp only [gMap, Matrix.of_apply, Matrix.one_apply_eq, one_mul, Complex.sub_re] at h0
    linarith [hγ p]
  simp only [energy, Complex.add_re, Complex.re_sum]
  exact add_le_add
    (Finset.sum_le_sum fun p _ => Finset.sum_le_sum fun q _ =>
      re_mul_entry_ge hf.particle hγ (h p q) p q)
    (Finset.sum_le_sum fun i _ => Finset.sum_le_sum fun j _ =>
      re_mul_entry_ge hf.pairs hD (V i j / 2) i j)

/-- The infimum of the real part of the energy over all pairs `(γ, D)` obeying the positivity
conditions is at most the real part of the energy of every normalized state. -/
theorem pqg_lower_bound {a : ι → Matrix m m ℂ} (ha : CAR a) {ψ : m → ℂ}
    (hψ : star ψ ⬝ᵥ ψ = 1) (h : Matrix ι ι ℂ) (V : Matrix (ι × ι) (ι × ι) ℂ) :
    sInf (pqgEnergies h V) ≤ (ev ψ (hamiltonian a h V)).re := by
  refine csInf_le (pqgEnergies_bddBelow h V) ⟨_, _, state_feasible ha hψ, ?_⟩
  simp only [hamiltonian, energy, rdm1, rdm2, map_add, map_sum, map_smul, smul_eq_mul,
    Matrix.of_apply]

/-- The infimum of `pqgEnergies h V` is at most every real eigenvalue of the Hamiltonian that has a
normalized eigenvector. -/
theorem pqg_le_eigenvalue {a : ι → Matrix m m ℂ} (ha : CAR a) {ψ : m → ℂ}
    (hψ : star ψ ⬝ᵥ ψ = 1) (h : Matrix ι ι ℂ) (V : Matrix (ι × ι) (ι × ι) ℂ) {E : ℝ}
    (hE : hamiltonian a h V *ᵥ ψ = (E : ℂ) • ψ) : sInf (pqgEnergies h V) ≤ E := by
  have e : ev ψ (hamiltonian a h V) = (E : ℂ) := by
    change star ψ ⬝ᵥ (hamiltonian a h V *ᵥ ψ) = _
    rw [hE, dotProduct_smul, hψ, smul_eq_mul, mul_one]
  simpa only [e, Complex.ofReal_re] using pqg_lower_bound ha hψ h V

/-- Jordan–Wigner annihilation matrices for two fermionic modes. -/
def jordanWigner : Fin 2 → Matrix (Fin 4) (Fin 4) ℂ :=
  ![!![0, 0, 1, 0; 0, 0, 0, 1; 0, 0, 0, 0; 0, 0, 0, 0],
    !![0, 1, 0, 0; 0, 0, 0, 0; 0, 0, 0, -1; 0, 0, 0, 0]]

/-- The two-mode Jordan–Wigner matrices satisfy the anticommutation relations, and the vector `(0,
0, 0, 1)` is normalized. -/
theorem car_witness : CAR jordanWigner ∧
    star (![0, 0, 0, 1] : Fin 4 → ℂ) ⬝ᵥ ![0, 0, 0, 1] = 1 := by
  refine ⟨⟨?_, ?_⟩, ?_⟩
  · intro p q
    ext i j
    fin_cases p <;> fin_cases q <;> fin_cases i <;> fin_cases j <;>
      simp [jordanWigner]
  · intro p q
    ext i j
    -- write out the entries before inserting the explicit matrices
    simp only [Matrix.add_apply, Matrix.smul_apply, Matrix.mul_apply,
      Matrix.conjTranspose_apply, Fin.sum_univ_four]
    fin_cases p <;> fin_cases q <;> fin_cases i <;> fin_cases j <;>
      simp [jordanWigner]
  · simp [dotProduct, Fin.sum_univ_four]

end

end TwoParticlePositivity
```

```lean
#print axioms TwoParticlePositivity.pqg_lower_bound
#print axioms TwoParticlePositivity.pqg_le_eigenvalue
```

```
'TwoParticlePositivity.pqg_lower_bound' depends on axioms: [propext, Classical.choice, Quot.sound]
'TwoParticlePositivity.pqg_le_eigenvalue' depends on axioms: [propext, Classical.choice, Quot.sound]
```

## From Gram matrices to the bound

`gram_posSemidef` writes $\langle B_i^\dagger B_j\rangle$ as $X^\dagger X$, where the columns of $X$ are the vectors $B_j\psi$. `dqg_posSemidef` applies it to the three operator families.

`CAR.normal_order` performs the single exchange needed for $G$. In `qg_affine`, `e1` is the first displayed reordering for $Q$; `e3` followed by `e4`, which exchanges both pairs, gives the second; and `ring` collects the terms after expectation values are taken. `state_feasible` adds the particle and hole conditions.

`re_mul_entry_ge` is the test-vector estimate, and `pqgEnergies_bddBelow` sums it over all terms. With boundedness known, `csInf_le` shows that the infimum is at most the real part of the energy of the state's own pair; linearity of `ev` identifies that energy with the expectation value of the Hamiltonian.

Finally, `car_witness` checks the anticommutation relations for two Jordan–Wigner modes, and the normalisation of one vector, by evaluating entries.
